# A regular s-wave u/r whose energy nowhere exceeds the potential in the sphere has no node there and R u′(R)/u(R) ≥ 1

Some augmented-wave and multiple-scattering calculations integrate the radial Schrödinger equation outward through an atomic sphere and use the logarithmic derivative at the sphere radius R in the matching conditions. For a one-electron s-wave at an energy E that lies nowhere above the potential V inside the sphere, as can happen in an empty sphere at low energy, that number can be checked before it is used. The condition fails in a sphere with a point nucleus at its centre, where V tends to −∞. Let u be r times the radial wave function. Then the regular solution u has no node for 0 < r ≤ R, and R u′(R)/u(R) is at least one. A computed value of this ratio below one, beyond discretisation error, points to a fault in the integration. For the logarithmic derivative of the radial wave function u/r itself, the corresponding bound is zero.

## The radial problem

In units with ħ²/2m = 1, the function u(r), which is r times the radial wave function, obeys

u″ = (V − E) u, u(0) = 0, u′(0) > 0.

The code works with real functions `V`, `u` and `du`, where `du` stands for u′, and real numbers `E` and `R`.

In Lean 4 with Mathlib:

```lean
import Mathlib

open Set Filter Topology

namespace RadialLogDerivative

variable {V u du : ℝ → ℝ} {E R : ℝ}
```

`RegularSolution` collects what is assumed of u. The field `hasDeriv` says that `du` is the derivative of u on [0, R], one-sided at the ends, and `cont` makes it continuous there. The differential equation, `radial`, is imposed only for 0 < r < R, so V needs no finite limit at the origin. It is imposed at every such r, which excludes a potential that jumps at an interior point where u ≠ 0, such as a step: u″ would have to jump there, and the derivative of a function differentiable at every interior point has no jump discontinuity. The fields `origin` and `slope` select the regular solution and fix its sign; its normalisation is free and cancels in the logarithmic derivative.

The slope condition restricts the result to s-waves. With a centrifugal term l(l+1)/r² in V and l ≥ 1, the regular solution starts as r^(l+1) and has u′(0) = 0. The equation is also scalar-relativistic in no sense: it is the plain Schrödinger equation with a given local potential.

```lean
/-- A regular radial solution on `[0, R]`: `u` has the continuous derivative `du`, obeys
`u'' = (V - E) u` inside the interval, vanishes at the origin and leaves it with positive slope. -/
structure RegularSolution (V : ℝ → ℝ) (E R : ℝ) (u du : ℝ → ℝ) : Prop where
  hasDeriv : ∀ r ∈ Icc 0 R, HasDerivWithinAt u (du r) (Icc 0 R) r
  cont : ContinuousOn du (Icc 0 R)
  radial : ∀ r ∈ Ioo 0 R, HasDerivAt du ((V r - E) * u r) r
  origin : u 0 = 0
  slope : 0 < du 0
```

## No node where V ≥ E

Every estimate below has the same form: a combination of u and u′ has a nonnegative derivative, so it cannot decrease. By the mean value theorem, for a < b there is a c between them with

f(b) − f(a) = f′(c)(b − a) ≥ 0.

The lemma needs continuity on the closed interval and a derivative only inside it, which suits an equation imposed only there.

```lean
/-- A function continuous on `[0, R]` with nonnegative derivative inside is nondecreasing. -/
theorem monotoneOn_of_rate {f f' : ℝ → ℝ} (hc : ContinuousOn f (Icc 0 R))
    (hd : ∀ r ∈ Ioo 0 R, HasDerivAt f (f' r) r) (hn : ∀ r ∈ Ioo 0 R, 0 ≤ f' r) :
    MonotoneOn f (Icc 0 R) := by
  apply monotoneOn_of_deriv_nonneg (convex_Icc 0 R) hc
  · intro r hr
    rw [interior_Icc] at hr
    exact (hd r hr).differentiableAt.differentiableWithinAt
  · intro r hr
    rw [interior_Icc] at hr
    rw [(hd r hr).deriv]
    exact hn r hr
```

At an interior point the one-sided and ordinary derivatives agree, so the usual product rule applies.

```lean
/-- Inside the sphere, `du` is the ordinary derivative of a regular solution `u`. -/
theorem RegularSolution.hasDerivAt (h : RegularSolution V E R u du) {r : ℝ}
    (hr : r ∈ Ioo 0 R) : HasDerivAt u (du r) r :=
  (h.hasDeriv r (Ioo_subset_Icc_self hr)).hasDerivAt (Icc_mem_nhds hr.1 hr.2)
```

Now let V ≥ E inside the sphere. The product u u′ satisfies

(u u′)′ = u′² + (V − E) u² ≥ 0.

It vanishes at the origin, so u u′ ≥ 0. Therefore

(u²)′ = 2 u u′ ≥ 0,

and u² never decreases. These two statements are `hflux` and `hsq` in the proof.

Take any r in (0, R]. Since u′ is continuous and u′(0) > 0, u′ is positive close to the origin. For a small enough s with 0 < s ≤ r, the mean value theorem gives a c between 0 and s with

u(s) = s u′(c) > 0,

which is `hus`. If u(r) were not positive, the intermediate value theorem would give a zero z between s and r. Then 0 = u(z)² ≥ u(s)² > 0, a contradiction.

```lean
/-- If `V ≥ E` inside the sphere, a regular solution is positive on `(0, R]`: it has no node. -/
theorem no_node (h : RegularSolution V E R u du) (hV : ∀ r ∈ Ioo 0 R, E ≤ V r) :
    ∀ r ∈ Ioc 0 R, 0 < u r := by
  intro r hr
  have hc : ContinuousOn u (Icc 0 R) := fun x hx => (h.hasDeriv x hx).continuousWithinAt
  -- the product u u' grows, because its derivative is u'² + (V - E) u²
  have hflux : MonotoneOn (fun x => u x * du x) (Icc 0 R) :=
    monotoneOn_of_rate (f' := fun x => du x * du x + u x * ((V x - E) * u x))
      (hc.mul h.cont) (fun x hx => (h.hasDerivAt hx).fun_mul (h.radial x hx))
      (fun x hx => by
        show 0 ≤ du x * du x + u x * ((V x - E) * u x)
        have h1 := mul_nonneg (sub_nonneg.2 (hV x hx)) (mul_self_nonneg (u x))
        nlinarith [mul_self_nonneg (du x)])
  -- hence u² grows as well
  have hsq : MonotoneOn (fun x => u x * u x) (Icc 0 R) :=
    monotoneOn_of_rate (f' := fun x => du x * u x + u x * du x)
      (hc.mul hc) (fun x hx => (h.hasDerivAt hx).fun_mul (h.hasDerivAt hx))
      (fun x hx => by
        show 0 ≤ du x * u x + u x * du x
        have h0 := hflux (left_mem_Icc.2 (hx.1.le.trans hx.2.le))
          (Ioo_subset_Icc_self hx) hx.1.le
        simp only [h.origin, zero_mul] at h0
        linarith)
  -- the positive initial slope makes u positive at some s close to the origin
  obtain ⟨δ, hδ, hnear⟩ := Metric.continuousOn_iff.1 h.cont 0
    ⟨le_rfl, hr.1.le.trans hr.2⟩ (du 0) h.slope
  obtain ⟨s, hs0, hsr, hsδ⟩ : ∃ s, 0 < s ∧ s ≤ r ∧ s < δ :=
    ⟨min r (δ / 2), lt_min hr.1 (half_pos hδ), min_le_left _ _,
      (min_le_right _ _).trans_lt (half_lt_self hδ)⟩
  have hus : 0 < u s := by
    obtain ⟨c, hcs, hslope⟩ := exists_hasDerivAt_eq_slope u du hs0
      (hc.mono (Icc_subset_Icc le_rfl (hsr.trans hr.2)))
      (fun x hx => h.hasDerivAt ⟨hx.1, hx.2.trans_le (hsr.trans hr.2)⟩)
    have hd := hnear c ⟨hcs.1.le, by linarith [hcs.2, hr.2]⟩
      (by rw [Real.dist_eq, sub_zero, abs_of_pos hcs.1]; linarith [hcs.2])
    rw [Real.dist_eq, abs_lt] at hd
    rw [h.origin, sub_zero, sub_zero, eq_div_iff hs0.ne'] at hslope
    have hpos : 0 < du c := by linarith [hd.1]
    rw [← hslope]
    exact mul_pos hpos hs0
  -- a change of sign would need a zero beyond s, where u² has already grown
  by_contra hneg
  obtain ⟨z, hz, hz0⟩ := intermediate_value_Icc' hsr
    (hc.mono (Icc_subset_Icc hs0.le hr.2)) ⟨not_lt.1 hneg, hus.le⟩
  have hgrow := hsq ⟨hs0.le, hsr.trans hr.2⟩ ⟨hs0.le.trans hz.1, hz.2.trans hr.2⟩ hz.1
  simp only [hz0, mul_zero] at hgrow
  linarith [mul_pos hus hus]
```

## The lower bound and when it is reached

To compare u′(R) with u(R)/R, consider D(r) = r u′(r) − u(r). The terms in u′ cancel on differentiation:

D′ = u′ + r u″ − u′ = r (V − E) u.

```lean
/-- For a regular solution, `r u' - u` changes at the rate `r (V - E) u` inside the sphere. -/
theorem defect_hasDerivAt (h : RegularSolution V E R u du) {r : ℝ} (hr : r ∈ Ioo 0 R) :
    HasDerivAt (fun x => x * du x - u x) (r * ((V r - E) * u r)) r :=
  (((hasDerivAt_id' r).fun_mul (h.radial r hr)).fun_sub (h.hasDerivAt hr)).congr_deriv (by ring)
```

All three factors are nonnegative, the last because u has no node. Hence D does not decrease on [0, R].

```lean
/-- If `V ≥ E` inside the sphere, `r u' - u` is nondecreasing on `[0, R]`. -/
theorem defect_monotoneOn (h : RegularSolution V E R u du) (hV : ∀ r ∈ Ioo 0 R, E ≤ V r) :
    MonotoneOn (fun x => x * du x - u x) (Icc 0 R) :=
  monotoneOn_of_rate (f' := fun r => r * ((V r - E) * u r))
    ((continuousOn_id.mul h.cont).sub fun x hx => (h.hasDeriv x hx).continuousWithinAt)
    (fun _ hr => defect_hasDerivAt h hr)
    (fun r hr => mul_nonneg hr.1.le (mul_nonneg (sub_nonneg.2 (hV r hr))
      (no_node h hV r ⟨hr.1, hr.2.le⟩).le))
```

Since D(0) = 0, it follows that D(R) ≥ 0, that is,

R u′(R) ≥ u(R).

Division by u(R) > 0 gives the bound. The theorem states it together with the absence of nodes, for R > 0 and V ≥ E at every interior point.

```lean
/-- If `R > 0` and `V ≥ E` inside the sphere, a regular solution has no node in `(0, R]` and
its logarithmic derivative obeys `R u'(R) / u(R) ≥ 1`. -/
theorem one_le_logDerivative (hR : 0 < R) (h : RegularSolution V E R u du)
    (hV : ∀ r ∈ Ioo 0 R, E ≤ V r) :
    (∀ r ∈ Ioc 0 R, 0 < u r) ∧ 1 ≤ R * du R / u R := by
  refine ⟨no_node h hV, ?_⟩
  have hm := defect_monotoneOn h hV (left_mem_Icc.2 hR.le) (right_mem_Icc.2 hR.le) hR.le
  simp only [zero_mul, h.origin, sub_zero] at hm
  rw [le_div_iff₀ (no_node h hV R ⟨hR, le_rfl⟩)]
  linarith
```

If the logarithmic derivative equals one, then D(R) = 0. As D does not decrease and starts at zero, it is zero on all of [0, R], and so is its derivative inside:

r (V − E) u = 0.

Both r and u are positive, so V = E at every interior point. Conversely, V = E makes D′ = 0, so D keeps its initial value of zero. The code obtains this direction by showing that −D does not decrease either. Physically, this is the straight line u = u′(0) r.

```lean
/-- For `R > 0` and `V ≥ E` inside the sphere, the logarithmic derivative of a regular solution
equals one exactly when `V = E` throughout the interior. -/
theorem logDerivative_eq_one_iff (hR : 0 < R) (h : RegularSolution V E R u du)
    (hV : ∀ r ∈ Ioo 0 R, E ≤ V r) :
    R * du R / u R = 1 ↔ ∀ r ∈ Ioo 0 R, V r = E := by
  have hu := no_node h hV R ⟨hR, le_rfl⟩
  have h0 : (0 : ℝ) ∈ Icc 0 R := left_mem_Icc.2 hR.le
  have h1 : R ∈ Icc 0 R := right_mem_Icc.2 hR.le
  have hm := defect_monotoneOn h hV
  constructor
  · intro heq r hr
    rw [div_eq_iff hu.ne', one_mul] at heq
    -- r u' - u is squeezed between its two vanishing end values
    have hz : (fun x => x * du x - u x) =ᶠ[𝓝 r] fun _ => (0 : ℝ) := by
      filter_upwards [Icc_mem_nhds hr.1 hr.2] with x hx
      have ha := hm h0 hx hx.1
      have hb := hm hx h1 hx.2
      simp only [zero_mul, h.origin, sub_zero] at ha hb
      linarith
    have hd := (defect_hasDerivAt h hr).unique
      ((hasDerivAt_const r (0 : ℝ)).congr_of_eventuallyEq hz)
    exact sub_eq_zero.1 ((mul_eq_zero.1 ((mul_eq_zero.1 hd).resolve_left hr.1.ne')).resolve_right
      (no_node h hV r ⟨hr.1, hr.2.le⟩).ne')
  · intro hE
    -- with V = E the opposite monotonicity holds too
    have hn : MonotoneOn (fun x => -(x * du x - u x)) (Icc 0 R) :=
      monotoneOn_of_rate (f' := fun r => -(r * ((V r - E) * u r)))
        ((continuousOn_id.mul h.cont).sub
          fun x hx => (h.hasDeriv x hx).continuousWithinAt).neg
        (fun _ hr => (defect_hasDerivAt h hr).fun_neg) (fun r hr => by simp [hE r hr])
    have ha := hm h0 h1 hR.le
    have hb := hn h0 h1 hR.le
    simp only [zero_mul, h.origin, sub_zero, neg_zero] at ha hb
    rw [div_eq_iff hu.ne']
    linarith
```

## An upper bound from a constant barrier

Suppose also that V − E ≤ κ² inside the sphere, with κ > 0. Here κ² bounds the height of the potential above the energy, and κ is the inverse decay length in a constant barrier of that height. Compare u with sinh κr through the Wronskian

W = κ cosh(κr) u − sinh(κr) u′.

The terms in u′ cancel again, leaving

W′ = [κ² − (V − E)] u sinh κr ≥ 0.

Since W(0) = 0, W(R) ≥ 0, and so

sinh(κR) u′(R) ≤ κ cosh(κR) u(R).

Multiplying by R and dividing by the positive product u(R) sinh κR gives

R u′(R)/u(R) ≤ κR coth κR.

In the proof, `hW` is the monotonicity of W and `hw` the resulting inequality W(R) ≥ 0.

```lean
/-- If `R > 0`, `κ > 0` and `0 ≤ V - E ≤ κ²` inside the sphere, the logarithmic derivative of a
regular solution is at most `κR coth κR`. -/
theorem logDerivative_le_coth {κ : ℝ} (hR : 0 < R) (hκ : 0 < κ)
    (h : RegularSolution V E R u du) (hV : ∀ r ∈ Ioo 0 R, E ≤ V r)
    (hB : ∀ r ∈ Ioo 0 R, V r - E ≤ κ ^ 2) :
    R * du R / u R ≤ κ * R * Real.cosh (κ * R) / Real.sinh (κ * R) := by
  have hc : ContinuousOn u (Icc 0 R) := fun x hx => (h.hasDeriv x hx).continuousWithinAt
  -- the Wronskian of u with sinh κr is nondecreasing
  have hW : MonotoneOn (fun x => κ * Real.cosh (κ * x) * u x - Real.sinh (κ * x) * du x)
      (Icc 0 R) := by
    refine monotoneOn_of_rate
      (f' := fun r => (κ ^ 2 - (V r - E)) * (u r * Real.sinh (κ * r))) ?_ ?_ ?_
    · have c1 : Continuous fun x : ℝ => κ * Real.cosh (κ * x) :=
        continuous_const.mul (Real.continuous_cosh.comp (continuous_const.mul continuous_id))
      have c2 : Continuous fun x : ℝ => Real.sinh (κ * x) :=
        Real.continuous_sinh.comp (continuous_const.mul continuous_id)
      exact (c1.continuousOn.mul hc).sub (c2.continuousOn.mul h.cont)
    · intro r hr
      have d := (hasDerivAt_id' r).const_mul κ
      exact (((d.cosh.const_mul κ).fun_mul (h.hasDerivAt hr)).fun_sub
        (d.sinh.fun_mul (h.radial r hr))).congr_deriv (by ring)
    · intro r hr
      exact mul_nonneg (sub_nonneg.2 (hB r hr)) (mul_nonneg
        (no_node h hV r ⟨hr.1, hr.2.le⟩).le (Real.sinh_pos_iff.2 (mul_pos hκ hr.1)).le)
  have hw := hW (left_mem_Icc.2 hR.le) (right_mem_Icc.2 hR.le) hR.le
  simp only [h.origin, mul_zero, Real.sinh_zero, zero_mul, sub_zero] at hw
  rw [div_le_div_iff₀ (no_node h hV R ⟨hR, le_rfl⟩) (Real.sinh_pos_iff.2 (mul_pos hκ hR))]
  nlinarith [mul_nonneg hR.le hw]
```

## The logarithmic derivative of the partial wave

Matching conditions are often written for the partial wave φ = u/r instead of u. The quotient rule gives

φ′ = u′/r − u/r²,

and therefore

R φ′(R)/φ(R) = R u′(R)/u(R) − 1 ≥ 0.

In the theorem, `d` is any one-sided derivative of u/r at R. Uniqueness of that derivative identifies it with the quotient-rule expression, and the lower bound for u supplies the sign.

```lean
/-- For `R > 0` and `V ≥ E` inside the sphere, the partial wave `u / r` has a logarithmic
derivative at `R` that is one less than that of `u`, and it is nonnegative. -/
theorem partialWave_logDerivative (hR : 0 < R) (h : RegularSolution V E R u du)
    (hV : ∀ r ∈ Ioo 0 R, E ≤ V r) {d : ℝ}
    (hd : HasDerivWithinAt (fun r => u r / r) d (Icc 0 R) R) :
    R * d / (u R / R) = R * du R / u R - 1 ∧ 0 ≤ R * d / (u R / R) := by
  have hmem : R ∈ Icc 0 R := right_mem_Icc.2 hR.le
  have hu := (no_node h hV R ⟨hR, le_rfl⟩).ne'
  have hR' := hR.ne'
  -- quotient rule, and uniqueness of the one-sided derivative
  have hq := (uniqueDiffOn_Icc hR R hmem).eq_deriv _ hd
    ((h.hasDeriv R hmem).fun_div (hasDerivWithinAt_id R (Icc 0 R)) hR')
  have key : R * d / (u R / R) = R * du R / u R - 1 := by
    rw [hq]
    field_simp
  exact ⟨key, by rw [key]; linarith [(one_le_logDerivative hR h hV).2]⟩
```

## The constant barrier as an explicit solution

For V = E + κ² the function u = sinh κr has

u′ = κ cosh κr, u″ = κ² sinh κr = (V − E) u,

with u(0) = 0 and u′(0) = κ > 0. It meets every condition in `RegularSolution`; for a general V, the existence of a solution is assumed. Substituting r = R gives R u′(R)/u(R) = κR coth κR, so this barrier attains the upper bound.

```lean
/-- In a constant barrier of height `κ²` above the energy, with `κ > 0`, the function `sinh κr`
is a regular solution. -/
theorem regularSolution_witness (E R : ℝ) {κ : ℝ} (hκ : 0 < κ) :
    RegularSolution (fun _ => E + κ ^ 2) E R
      (fun r => Real.sinh (κ * r)) (fun r => κ * Real.cosh (κ * r)) where
  hasDeriv r _ :=
    (((hasDerivAt_id' r).const_mul κ).sinh.congr_deriv (by ring)).hasDerivWithinAt
  cont := (continuous_const.mul
    (Real.continuous_cosh.comp (continuous_const.mul continuous_id))).continuousOn
  radial r _ := (((hasDerivAt_id' r).const_mul κ).cosh.const_mul κ).congr_deriv (by
    show _ = (E + κ ^ 2 - E) * Real.sinh (κ * r)
    ring)
  origin := by simp
  slope := mul_pos hκ (Real.cosh_pos _)

end RadialLogDerivative
```

```lean
#print axioms RadialLogDerivative.no_node
#print axioms RadialLogDerivative.logDerivative_eq_one_iff
#print axioms RadialLogDerivative.logDerivative_le_coth
#print axioms RadialLogDerivative.partialWave_logDerivative
```

```
'RadialLogDerivative.no_node' depends on axioms: [propext, Classical.choice, Quot.sound]
'RadialLogDerivative.logDerivative_eq_one_iff' depends on axioms: [propext, Classical.choice, Quot.sound]
'RadialLogDerivative.logDerivative_le_coth' depends on axioms: [propext, Classical.choice, Quot.sound]
'RadialLogDerivative.partialWave_logDerivative' depends on axioms: [propext, Classical.choice, Quot.sound]
```
